# A squared Slater determinant is at most the product of the total densities at the particle positions

Suppose you want independent position samples of N ≥ 1 non-interacting fermions in orthonormal orbitals φ_0, …, φ_(N−1). One rejection scheme draws each position x_i separately from ρ/N, where ρ is the total density, and accepts the configuration with probability

a(x) = |det S|² / ∏_i ρ(x_i), where S_ij = φ_j(x_i) and ρ(y) = ∑_j |φ_j(y)|².

This works only if a(x) never exceeds 1, which is Hadamard's inequality for the matrix S:

|det S|² ≤ ∏_i ρ(x_i).

In code, one compares the logarithm of a uniform random number with 2 log|det S| − ∑_i log ρ(x_i). If that difference is positive beyond rounding error, the determinant and the density were computed inconsistently. The mean acceptance is N!/N^N, so the scheme suits small N only. The sampling argument and its integrals are ordinary reasoning around the inequality; the Lean theorems concern one fixed configuration at a time.

## The same N orbitals fill the determinant and the density

The physical assumption is a single determinant: N particles occupy N orbitals, and ρ counts exactly those orbitals. In Lean it sits in the types. The orbitals are `φ : Fin N → X → ℂ` and the configuration is `x : Fin N → X`, both numbered from 0. `X` is any type, so a point may include a spin label. There is no measure on it, and orthonormality is not assumed.

```lean
import Mathlib

open Matrix
open scoped ComplexOrder

namespace SlaterHadamard

noncomputable section

variable {X : Type*} {N : ℕ}
```

Rows of the matrix belong to particles and columns to orbitals.

```lean
/-- The Slater matrix: row `i` lists the values of all orbitals at the position `x i`. -/
def slaterMatrix (φ : Fin N → X → ℂ) (x : Fin N → X) : Matrix (Fin N) (Fin N) ℂ :=
  Matrix.of fun i j => φ j (x i)

/-- The density `ρ(y)`, the sum of the squared moduli of the orbitals at `y`. -/
def density (φ : Fin N → X → ℂ) (y : X) : ℝ := ∑ j, ‖φ j y‖ ^ 2
```

The determinant carries no factor 1/√N!. For orthonormal orbitals the normalised wave function is Ψ = det S/√N!, and the bound reads |Ψ|² ≤ ∏_i ρ(x_i)/N!.

The derivation also needs the one-body density matrix

γ(y, z) = ∑_j φ_j(y) conj(φ_j(z)),

whose diagonal is γ(y, y) = ρ(y). For orthonormal orbitals, γ and ρ are the one-body density matrix and the particle density of the normalised determinant. For other orbitals the names refer only to the sums written here.

```lean
/-- The one-body density matrix `γ(y, z)` of the orbitals. -/
def densityMatrix (φ : Fin N → X → ℂ) (y z : X) : ℂ := ∑ j, φ j y * star (φ j z)

/-- The diagonal of the one-body density matrix is the density. -/
theorem densityMatrix_self (φ : Fin N → X → ℂ) (y : X) :
    densityMatrix φ y y = (density φ y : ℂ) := by
  simp only [densityMatrix, density, Complex.ofReal_sum]
  refine Finset.sum_congr rfl fun j _ => ?_
  rw [Complex.star_def, Complex.mul_conj, Complex.normSq_eq_norm_sq]
```

Because determinant and density share their orbitals, multiplying S by its adjoint S† gives

(S S†)_ik = ∑_j φ_j(x_i) conj(φ_j(x_k)) = γ(x_i, x_k).

```lean
/-- The Slater matrix times its adjoint is the density matrix sampled at the positions. -/
theorem slater_mul_adjoint (φ : Fin N → X → ℂ) (x : Fin N → X) :
    slaterMatrix φ x * (slaterMatrix φ x)ᴴ =
      Matrix.of fun i k => densityMatrix φ (x i) (x k) := by
  ext i k
  simp [slaterMatrix, densityMatrix, Matrix.mul_apply]
```

The determinant is multiplicative, and det S† = conj(det S), so

|det S|² = det S · det S† = det(S S†).

```lean
/-- The squared modulus of a determinant is the determinant of the matrix times its adjoint. -/
theorem norm_det_sq (A : Matrix (Fin N) (Fin N) ℂ) :
    ((‖A.det‖ ^ 2 : ℝ) : ℂ) = (A * Aᴴ).det := by
  rw [Matrix.det_mul, Matrix.det_conjTranspose, Complex.star_def, Complex.mul_conj,
    Complex.normSq_eq_norm_sq]
```

If the density omits an occupied orbital, the bound can fail. Take N = 2 with S the identity matrix, and count only φ_0: the "densities" are 1 and 0, while |det S|² = 1. Antisymmetry matters too. With three orbitals all equal to 1 at three positions, the symmetric sum of products (the permanent) is 6, and its square 36 exceeds 3 · 3 · 3 = 27.

## Nonnegative numbers with mean one

The numbers l_i in the next lemma will be eigenvalues of a matrix of the form A A†, the overlap matrix of the rows of A. They are nonnegative because overlap matrices are positive semidefinite, and their sum N will come from normalising the rows.

For every real t we have t ≤ exp(t − 1), with equality only at t = 1. Since all l_i ≥ 0, these inequalities may be multiplied:

∏_i l_i ≤ ∏_i exp(l_i − 1) = exp(∑_i l_i − N) = 1.

If the product equals 1, no l_i is zero. Were some l_i different from 1, its factor would be strictly smaller than the exponential, and the product would fall below 1. Hence all l_i = 1.

```lean
/-- Nonnegative numbers with mean one have product at most one, and the product is one
only if each of them is one. -/
theorem prod_le_one_of_sum (l : Fin N → ℝ) (h0 : ∀ i, 0 ≤ l i) (hs : ∑ i, l i = N) :
    ∏ i, l i ≤ 1 ∧ (∏ i, l i = 1 → ∀ i, l i = 1) := by
  have hle : ∀ i, l i ≤ Real.exp (l i - 1) := fun i => by
    linarith [Real.add_one_le_exp (l i - 1)]
  have hexp : ∏ i, Real.exp (l i - 1) = 1 := by
    rw [← Real.exp_sum, Finset.sum_sub_distrib, hs]
    simp
  refine ⟨hexp ▸ Finset.prod_le_prod (fun i _ => h0 i) (fun i _ => hle i), ?_⟩
  intro hp i
  by_contra hi
  have hpos : ∀ k ∈ Finset.univ, 0 < l k := fun k hk => by
    refine lt_of_le_of_ne (h0 k) fun hk0 => ?_
    rw [Finset.prod_eq_zero hk hk0.symm] at hp
    exact zero_ne_one hp
  have hlt : l i < Real.exp (l i - 1) := by
    linarith [Real.add_one_lt_exp (sub_ne_zero.mpr hi)]
  have := Finset.prod_lt_prod hpos (fun k _ => hle k) ⟨i, Finset.mem_univ i, hlt⟩
  linarith
```

In the proof, `hle` is the inequality for one number and `hexp` evaluates the product of exponentials. `Finset.prod_le_prod` consumes the nonnegativity `h0`, and `Finset.prod_lt_prod` gives the strict version. Without nonnegativity the claim fails: −2, −2 and 7 have sum 3 and product 28. Without the sum condition, the single number 2 already violates it.

## Rows of unit length

Row i of S lists the orbital amplitudes at x_i. Scaling it to length one removes the local density and keeps only the direction of this vector in orbital space.

Let A have unit rows and put G = A A†. Then G_ii = ∑_j |A_ij|² = 1, so the trace of G is N. Its eigenvalues λ_i are nonnegative, with

∑_i λ_i = N and ∏_i λ_i = det G = |det A|².

The previous lemma gives |det A|² ≤ 1. In case of equality every λ_i is 1, so the spectral decomposition G = U diag(λ) U†, with U unitary, reduces to U U† = 1. The rows are then orthonormal.

```lean
/-- A matrix with unit rows has determinant of modulus at most one, and modulus one
only if its rows are orthonormal. -/
theorem unit_rows (A : Matrix (Fin N) (Fin N) ℂ) (h : ∀ i, ∑ j, ‖A i j‖ ^ 2 = 1) :
    ‖A.det‖ ^ 2 ≤ 1 ∧ (‖A.det‖ ^ 2 = 1 → A * Aᴴ = 1) := by
  have hG := Matrix.posSemidef_self_mul_conjTranspose A
  have hH := hG.isHermitian
  have hd : ∀ i, (A * Aᴴ) i i = 1 := fun i => by
    have hi := congrArg (fun r : ℝ => (r : ℂ)) (h i)
    simp only [Complex.ofReal_sum, Complex.ofReal_one] at hi
    refine Eq.trans ?_ hi
    rw [Matrix.mul_apply]
    refine Finset.sum_congr rfl fun j _ => ?_
    rw [Matrix.conjTranspose_apply, Complex.star_def, Complex.mul_conj,
      Complex.normSq_eq_norm_sq]
  have htr : (A * Aᴴ).trace = (N : ℂ) := by
    simp only [Matrix.trace, Matrix.diag_apply, hd]
    simp
  -- trace and determinant in terms of the eigenvalues
  have hsum : ∑ i, hH.eigenvalues i = N := by
    have ht : (N : ℂ) = ∑ i, ((hH.eigenvalues i : ℝ) : ℂ) :=
      htr.symm.trans hH.trace_eq_sum_eigenvalues
    exact_mod_cast ht.symm
  have hdet : ‖A.det‖ ^ 2 = ∏ i, hH.eigenvalues i := by
    have ht : ((‖A.det‖ ^ 2 : ℝ) : ℂ) = ∏ i, ((hH.eigenvalues i : ℝ) : ℂ) :=
      (norm_det_sq A).trans hH.det_eq_prod_eigenvalues
    exact_mod_cast ht
  obtain ⟨hle, heq⟩ := prod_le_one_of_sum _ (fun i => hG.eigenvalues_nonneg i) hsum
  rw [hdet]
  refine ⟨hle, fun hp => ?_⟩
  have hD : Matrix.diagonal (RCLike.ofReal ∘ hH.eigenvalues : Fin N → ℂ) = 1 := by
    rw [← Matrix.diagonal_one]
    congr 1
    funext i
    simp [heq hp i]
  rw [hH.spectral_theorem, hD, map_one]
```

The hypothesis `h` enters through `hd`, the unit diagonal. From there `htr` and `hsum` supply the sum of the eigenvalues, and `hdet` their product. The last line is the spectral decomposition with all eigenvalues replaced by 1. If the rows are not normalised, the 1 × 1 matrix with entry 2 has squared determinant 4.

## Positive density at every particle

Scaling row i to unit length means dividing by √ρ(x_i), which requires that no particle sit where all orbitals vanish. Set c_i = 1/√ρ(x_i), D = diag(c_i) and A = D S. The rows of A have squared length c_i² ρ(x_i) = 1, so

|det A|² = |det S|² / ∏_i ρ(x_i) ≤ 1,

and multiplying by the positive product gives the bound. If equality holds, A A† = D S S† D = 1. Its entry for i ≠ k reads

c_i γ(x_i, x_k) c_k = 0,

and since c_i and c_k are nonzero, γ(x_i, x_k) = 0.

```lean
/-- At positions of positive density the squared modulus of the Slater determinant is at most the
product of densities, and equality makes the density matrix vanish between different particles. -/
theorem bound_of_pos (φ : Fin N → X → ℂ) (x : Fin N → X) (hpos : ∀ i, 0 < density φ (x i)) :
    ‖(slaterMatrix φ x).det‖ ^ 2 ≤ ∏ i, density φ (x i) ∧
      (‖(slaterMatrix φ x).det‖ ^ 2 = ∏ i, density φ (x i) →
        ∀ i k, i ≠ k → densityMatrix φ (x i) (x k) = 0) := by
  obtain ⟨c, hc⟩ : ∃ c : Fin N → ℝ, ∀ i, c i ^ 2 = (density φ (x i))⁻¹ :=
    ⟨fun i => (√(density φ (x i)))⁻¹, fun i => by rw [inv_pow, Real.sq_sqrt (hpos i).le]⟩
  have hc0 : ∀ i, c i ≠ 0 := fun i h => by
    have h1 := hc i
    rw [h] at h1
    linarith [inv_pos.mpr (hpos i)]
  have hP : 0 < ∏ i, density φ (x i) := Finset.prod_pos fun i _ => hpos i
  -- divide each row by the square root of the density
  obtain ⟨hle, heq⟩ := unit_rows
    (Matrix.diagonal (fun i => (c i : ℂ)) * slaterMatrix φ x) (fun i => by
      simp only [Matrix.diagonal_mul, norm_mul, mul_pow, Complex.norm_real,
        Real.norm_eq_abs, sq_abs]
      rw [← Finset.mul_sum, hc]
      exact inv_mul_cancel₀ (hpos i).ne')
  have hdet : ‖(Matrix.diagonal (fun i => (c i : ℂ)) * slaterMatrix φ x).det‖ ^ 2 =
      (∏ i, density φ (x i))⁻¹ * ‖(slaterMatrix φ x).det‖ ^ 2 := by
    rw [Matrix.det_mul, Matrix.det_diagonal, norm_mul, mul_pow, norm_prod,
      ← Finset.prod_pow, ← Finset.prod_inv_distrib]
    congr 1
    refine Finset.prod_congr rfl fun i _ => ?_
    rw [Complex.norm_real, Real.norm_eq_abs, sq_abs, hc]
  rw [hdet] at hle heq
  constructor
  · have h1 := mul_le_mul_of_nonneg_left hle hP.le
    rwa [mul_inv_cancel_left₀ hP.ne', mul_one] at h1
  · intro h i k hik
    have h1 := heq (by rw [h]; exact inv_mul_cancel₀ hP.ne')
    rw [Matrix.conjTranspose_mul, Matrix.mul_assoc, ← Matrix.mul_assoc (slaterMatrix φ x),
      slater_mul_adjoint, Matrix.diagonal_conjTranspose] at h1
    have h2 := congrFun (congrFun h1 i) k
    rw [Matrix.diagonal_mul, Matrix.mul_diagonal, Matrix.one_apply_ne hik] at h2
    simpa [hc0] using h2
```

Positivity (`hpos`) is used to build the scale factors, to show them nonzero (`hc0`) and to multiply back by the product of densities. The equality part reads off the entry (i, k) of the matrix identity `h1`.

At a node shared by all orbitals the inequality survives. If ρ(x_i) = 0, then |φ_j(x_i)|² ≤ ρ(x_i) forces the whole row i to vanish, and both sides are zero. The general theorem splits into these two cases and therefore carries no positivity hypothesis.

```lean
/-- Hadamard's inequality for Slater determinants: the squared modulus of the determinant
is at most the product of the densities at the particle positions. -/
theorem slater_le_prod_density (φ : Fin N → X → ℂ) (x : Fin N → X) :
    ‖(slaterMatrix φ x).det‖ ^ 2 ≤ ∏ i, density φ (x i) := by
  have h0 : ∀ y, 0 ≤ density φ y := fun y => Finset.sum_nonneg fun j _ => sq_nonneg _
  by_cases hpos : ∀ i, 0 < density φ (x i)
  · exact (bound_of_pos φ x hpos).1
  · -- a vanishing density gives a zero row
    push Not at hpos
    obtain ⟨i, hi⟩ := hpos
    have hrow : ∀ j, slaterMatrix φ x i j = 0 := fun j => by
      have h1 : ‖φ j (x i)‖ ^ 2 ≤ density φ (x i) :=
        Finset.single_le_sum (f := fun j => ‖φ j (x i)‖ ^ 2)
          (fun k _ => sq_nonneg _) (Finset.mem_univ j)
      have h2 : ‖φ j (x i)‖ ^ 2 = 0 := le_antisymm (h1.trans hi) (sq_nonneg _)
      exact norm_eq_zero.mp (pow_eq_zero_iff (two_ne_zero)|>.mp h2)
    rw [Matrix.det_eq_zero_of_row_eq_zero i hrow, norm_zero, zero_pow two_ne_zero]
    exact Finset.prod_nonneg fun k _ => h0 (x k)
```

What can fail at a node, once there are three or more particles, is the conclusion about γ. For N = 3, put particle 0 where all orbitals vanish and particles 1 and 2 together at a point of nonzero density. Both sides are zero, yet γ(x_1, x_2) = ρ(x_1) ≠ 0. The exact criterion therefore has two alternatives: some ρ(x_i) is zero, or γ(x_i, x_k) = 0 for all i ≠ k.

```lean
/-- The bound is attained exactly when the density vanishes at some particle position or the
density matrix vanishes between the positions of any two different particles. -/
theorem slater_eq_prod_density_iff (φ : Fin N → X → ℂ) (x : Fin N → X) :
    ‖(slaterMatrix φ x).det‖ ^ 2 = ∏ i, density φ (x i) ↔
      (∃ i, density φ (x i) = 0) ∨ ∀ i k, i ≠ k → densityMatrix φ (x i) (x k) = 0 := by
  constructor
  · intro h
    by_cases hz : ∃ i, density φ (x i) = 0
    · exact Or.inl hz
    · refine Or.inr ((bound_of_pos φ x fun i => ?_).2 h)
      exact lt_of_le_of_ne (Finset.sum_nonneg fun j _ => sq_nonneg _)
        fun hi => hz ⟨i, hi.symm⟩
  · rintro (⟨i, hi⟩ | h)
    · have hle := slater_le_prod_density φ x
      rw [Finset.prod_eq_zero (Finset.mem_univ i) hi] at hle ⊢
      exact le_antisymm hle (sq_nonneg _)
    · have hD : (Matrix.of fun i k => densityMatrix φ (x i) (x k)) =
          Matrix.diagonal fun i => (density φ (x i) : ℂ) := by
        ext i k
        by_cases hik : i = k
        · subst hik
          rw [Matrix.of_apply, Matrix.diagonal_apply_eq, densityMatrix_self]
        · rw [Matrix.of_apply, Matrix.diagonal_apply_ne _ hik, h i k hik]
      have hd := norm_det_sq (slaterMatrix φ x)
      rw [slater_mul_adjoint, hD, Matrix.det_diagonal] at hd
      exact_mod_cast hd
```

The forward direction uses `bound_of_pos` when no density is zero. Conversely, a zero density squeezes |det S|² between 0 and 0. If instead γ vanishes between different particles, S S† is diagonal with entries ρ(x_i), and its determinant is their product. Two electrons of opposite spin in orbitals of pure spin satisfy this second condition: each orbital vanishes at one of the two points, so every term of γ is zero.

## Exactly two particles

For N = 2 the gap in the inequality can be written out. Since γ(x_1, x_0) = conj(γ(x_0, x_1)), expanding the 2 × 2 determinant of S S† gives

|det S|² = ρ(x_0) ρ(x_1) − |γ(x_0, x_1)|².

With orthonormal orbitals the left side is the pair density of the two-fermion determinant, in the convention where it integrates to N(N − 1) = 2, and the subtracted term is the exchange contribution familiar from Hartree–Fock theory.

```lean
/-- For two particles the squared modulus of the Slater determinant is the product of densities
minus the squared modulus of the density matrix between the two positions. -/
theorem two_particle_exchange (φ : Fin 2 → X → ℂ) (x : Fin 2 → X) :
    ‖(slaterMatrix φ x).det‖ ^ 2 =
      density φ (x 0) * density φ (x 1) - ‖densityMatrix φ (x 0) (x 1)‖ ^ 2 := by
  have hs : densityMatrix φ (x 1) (x 0) = star (densityMatrix φ (x 0) (x 1)) := by
    simp [densityMatrix, mul_comm]
  have hd := norm_det_sq (slaterMatrix φ x)
  rw [slater_mul_adjoint,
    Matrix.det_fin_two (Matrix.of fun i k => densityMatrix φ (x i) (x k))] at hd
  simp only [Matrix.of_apply] at hd
  rw [densityMatrix_self, densityMatrix_self, hs, Complex.star_def, Complex.mul_conj,
    Complex.normSq_eq_norm_sq] at hd
  exact_mod_cast hd
```

Here `hs` is the conjugation symmetry of γ, and `Matrix.det_fin_two` performs the expansion. With three particles the same expansion has three such subtracted terms, each multiplied by the remaining density, and also the cyclic term 2 Re[γ(x_0, x_1) γ(x_1, x_2) γ(x_2, x_0)].

## Real orbital values

Real orbitals, such as real combinations of real basis functions, allow the moduli to be dropped:

(det S)² ≤ ∏_i ∑_j φ_j(x_i)².

By hand this is the complex bound with |φ_j|² = φ_j². The proof regards the real orbitals as complex ones; `hdet` states that the determinant is unchanged by this embedding.

```lean
/-- For real orbitals the squared Slater determinant is at most the product over the
particles of the summed squares of the orbitals. -/
theorem real_slater_le_prod_density (φ : Fin N → X → ℝ) (x : Fin N → X) :
    (Matrix.of fun i j => φ j (x i)).det ^ 2 ≤ ∏ i, ∑ j, φ j (x i) ^ 2 := by
  have h := slater_le_prod_density (fun j y => (φ j y : ℂ)) x
  have hdet : (slaterMatrix (fun j y => (φ j y : ℂ)) x).det =
      (((Matrix.of fun i j => φ j (x i)).det : ℝ) : ℂ) :=
    (Complex.ofRealHom.map_det (Matrix.of fun i j => φ j (x i))).symm
  rw [hdet] at h
  simpa only [density, Complex.norm_real, Real.norm_eq_abs, sq_abs] using h

end

end SlaterHadamard
```

For complex values, plain squares do not do. Take rows (1, i) and (i, 0), with i the imaginary unit. The determinant is 1 · 0 − i · i = 1, while the sums of squares are 0 and −1, with product 0. The moduli in `density` restore the bound: the row densities are 2 and 1, and 1 ≤ 2.

```lean
#print axioms SlaterHadamard.slater_le_prod_density
#print axioms SlaterHadamard.slater_eq_prod_density_iff
#print axioms SlaterHadamard.two_particle_exchange
#print axioms SlaterHadamard.real_slater_le_prod_density
```

```
'SlaterHadamard.slater_le_prod_density' depends on axioms: [propext, Classical.choice, Quot.sound]
'SlaterHadamard.slater_eq_prod_density_iff' depends on axioms: [propext, Classical.choice, Quot.sound]
'SlaterHadamard.two_particle_exchange' depends on axioms: [propext, Classical.choice, Quot.sound]
'SlaterHadamard.real_slater_le_prod_density' depends on axioms: [propext, Classical.choice, Quot.sound]
```
